# With nonnegative hopping and a dominant positive on-site term, Peierls phases never enlarge a Green-function entry

Suppose a finite, non-interacting tight-binding calculation is repeated for many magnetic fields, which enter only through Peierls phases, and Green-function entries below a tolerance are to be discarded. Write the Hamiltonian as site energies minus hopping. If the hopping is nonnegative and, at every site, the site energy minus the real energy of interest exceeds the total hopping, one zero-field inverse identifies entries whose moduli stay below the tolerance at every field.

## Sites, phases and the dominance condition

The sites x, y form a finite set, `n` in Lean. The real matrix T has entries t_xy, and real bond phases θ_xy turn it into T_θ, which Lean calls `hopping t θ`:

(T_θ)_xy = t_xy exp(iθ_xy).

The on-site terms are a real D_x without field and a complex d_x with field; D and d also denote the diagonal matrices. The hypotheses `ht`, `hD` and `hd` are, for all sites,

t_xy ≥ 0, Σ_y t_xy < D_x, D_x ≤ |d_x|.

At a fixed real energy, a field that only adds phases leaves d = D. When D_x is a site energy minus the energy of interest and T is symmetric, the second condition places that energy below the zero-field band. Energies inside a band and infinite lattices are not covered. Symmetric t and antisymmetric θ make the hopping Hermitian, but the proofs use neither, and t may have a diagonal, which then counts in the sum.

In the code, `*ᵥ` applies a matrix to a vector, `‖·‖` is the modulus of a number, and `IsUnit` says that a matrix is invertible.

```lean
import Mathlib

open Matrix

namespace ResolventDomination

noncomputable section

variable {n : Type*} [Fintype n] [DecidableEq n]

/-- The hopping matrix in a magnetic field: amplitude `t x y` times the Peierls phase
`exp (i θ x y)`. -/
def hopping {n : Type*} (t θ : Matrix n n ℝ) : Matrix n n ℂ :=
  Matrix.of fun x y => (t x y : ℂ) * Complex.exp ((θ x y : ℂ) * Complex.I)
```

## (a) The modulus of a bond

Show that a phase leaves the size of a hopping amplitude unchanged:

|(T_θ)_xy| = t_xy.

**Solution.** The modulus of a product is the product of the moduli. Here |exp(iθ_xy)| = 1 because θ_xy is real, and |t_xy| = t_xy because t_xy ≥ 0. The Lean rewrites follow this order.

```lean
/-- A Peierls phase does not change the modulus of a hopping amplitude. -/
theorem norm_hopping {n : Type*} {t : Matrix n n ℝ} (θ : Matrix n n ℝ)
    (ht : ∀ x y, 0 ≤ t x y) (x y : n) : ‖hopping t θ x y‖ = t x y := by
  rw [hopping, Matrix.of_apply, norm_mul, Complex.norm_exp_ofReal_mul_I, mul_one,
    Complex.norm_real, Real.norm_of_nonneg (ht x y)]
```

## (b) A minimum principle

Show that a real field u with nonnegative source is nonnegative:

if ((D − T)u)_x ≥ 0 for all x, then u_x ≥ 0 for all x.

**Solution.** Let m be a site where u is smallest. Since t_my ≥ 0 and u_y ≥ u_m,

(Tu)_m = Σ_y t_my u_y ≥ (Σ_y t_my) u_m.

The source at m therefore satisfies

0 ≤ D_m u_m − (Tu)_m ≤ (D_m − Σ_y t_my) u_m.

The bracket is positive, so u_m ≥ 0, and every u_x ≥ u_m. In Lean, `h1` is the first estimate, and `nlinarith` refutes u_m < 0.

```lean
/-- Minimum principle: if the hopping is nonnegative and the on-site term exceeds the total hopping
at every site, a real field with nonnegative source `(D - T) u` is itself nonnegative. -/
theorem minimum_principle {t : Matrix n n ℝ} {D u : n → ℝ} (ht : ∀ x y, 0 ≤ t x y)
    (hD : ∀ x, ∑ y, t x y < D x) (hu : ∀ x, 0 ≤ ((diagonal D - t) *ᵥ u) x) (x : n) :
    0 ≤ u x := by
  -- look at the site where the field is smallest
  obtain ⟨m, -, hm⟩ := Finset.exists_min_image Finset.univ u ⟨x, Finset.mem_univ x⟩
  have h := hu m
  rw [Matrix.sub_mulVec, Pi.sub_apply, Matrix.mulVec_diagonal] at h
  have h1 : (∑ y, t m y) * u m ≤ (t *ᵥ u) m := by
    change _ ≤ ∑ y, t m y * u y
    rw [Finset.sum_mul]
    exact Finset.sum_le_sum fun y hy => mul_le_mul_of_nonneg_left (hm y hy) (ht m y)
  have h2 : 0 ≤ u m := by
    by_contra hneg
    have hneg' : u m < 0 := lt_of_not_ge hneg
    nlinarith [mul_pos (sub_pos.2 (hD m)) (neg_pos.2 hneg')]
  exact h2.trans (hm x (Finset.mem_univ x))
```

## (c) Comparing two sources

Let ψ be complex and φ real. Show that an inequality between sources passes to the fields:

if |((d − T_θ)ψ)_x| ≤ ((D − T)φ)_x for all x, then |ψ_x| ≤ φ_x for all x.

**Solution.** By the triangle inequality and (a),

|((d − T_θ)ψ)_x| ≥ |d_x| |ψ_x| − |(T_θψ)_x| ≥ D_x |ψ_x| − Σ_y t_xy |ψ_y|.

The right-hand side is ((D − T)|ψ|)_x, where |ψ| has entries |ψ_x|. Hence (D − T)(φ − |ψ|) ≥ 0 at every site, which Lean records as `key`, and (b) gives φ − |ψ| ≥ 0. The step `hT` is where the phases disappear.

```lean
/-- Comparison principle, for nonnegative hopping whose total at each site `x` is below `D x ≤ |d
x|`: if the source of a wave function `ψ` in the field is bounded sitewise by the zero-field source
of `φ`, then `|ψ|` is bounded sitewise by `φ`. -/
theorem comparison {t θ : Matrix n n ℝ} {D φ : n → ℝ} {d ψ : n → ℂ}
    (ht : ∀ x y, 0 ≤ t x y) (hD : ∀ x, ∑ y, t x y < D x) (hd : ∀ x, D x ≤ ‖d x‖)
    (h : ∀ x, ‖((diagonal d - hopping t θ) *ᵥ ψ) x‖ ≤ ((diagonal D - t) *ᵥ φ) x) (x : n) :
    ‖ψ x‖ ≤ φ x := by
  have key : ∀ x, 0 ≤ ((diagonal D - t) *ᵥ (fun y => φ y - ‖ψ y‖)) x := by
    intro x
    have hx := h x
    -- the phases disappear in the triangle inequality
    have hT : ‖(hopping t θ *ᵥ ψ) x‖ ≤ ∑ y, t x y * ‖ψ y‖ := by
      change ‖∑ y, hopping t θ x y * ψ y‖ ≤ _
      refine (norm_sum_le _ _).trans (le_of_eq (Finset.sum_congr rfl fun y _ => ?_))
      rw [norm_mul, norm_hopping θ ht]
    have e : (t *ᵥ (fun y => φ y - ‖ψ y‖)) x = (t *ᵥ φ) x - ∑ y, t x y * ‖ψ y‖ := by
      change ∑ y, t x y * (φ y - ‖ψ y‖) = (∑ y, t x y * φ y) - _
      simp only [mul_sub, Finset.sum_sub_distrib]
    simp only [Matrix.sub_mulVec, Pi.sub_apply, Matrix.mulVec_diagonal] at hx ⊢
    have h1 := norm_le_norm_sub_add (d x * ψ x) ((hopping t θ *ᵥ ψ) x)
    rw [norm_mul] at h1
    have h2 := mul_le_mul_of_nonneg_right (hd x) (norm_nonneg (ψ x))
    rw [e]
    nlinarith
  exact sub_nonneg.1 (minimum_principle ht hD key x)
```

## (d) Invertibility without field

Show that D − T is invertible:

det(D − T) ≠ 0.

**Solution.** If the determinant vanished, some u ≠ 0 would satisfy (D − T)u = 0. Both u and −u then have zero source, so (b) gives u ≥ 0 and −u ≥ 0. Thus u = 0, a contradiction. The two uses of (b) are `h1` and `h2`.

```lean
/-- The zero-field matrix `D - T` is invertible when the hopping is nonnegative and the on-site term
exceeds the total hopping at every site. -/
theorem isUnit_zeroField {t : Matrix n n ℝ} {D : n → ℝ} (ht : ∀ x y, 0 ≤ t x y)
    (hD : ∀ x, ∑ y, t x y < D x) : IsUnit (diagonal D - t) := by
  rw [Matrix.isUnit_iff_isUnit_det, isUnit_iff_ne_zero]
  intro h0
  obtain ⟨u, hne, hu⟩ := Matrix.exists_mulVec_eq_zero_iff.2 h0
  apply hne
  funext x
  have h1 := minimum_principle ht hD (u := u) (fun w => by rw [hu]; simp) x
  have h2 := minimum_principle ht hD (u := -u)
    (fun w => by rw [Matrix.mulVec_neg, hu]; simp) x
  rw [Pi.neg_apply] at h2
  rw [Pi.zero_apply]
  linarith
```

## (e) Invertibility with field

Show the same for every choice of phases:

det(d − T_θ) ≠ 0.

**Solution.** Otherwise some ψ ≠ 0 has (d − T_θ)ψ = 0. Part (c) with φ = 0 gives |ψ_x| ≤ 0 at every site, so ψ = 0, a contradiction.

```lean
/-- The matrix `d - T_θ` is invertible for all Peierls phases when the hopping is nonnegative and
`|d x|` is at least some `D x` that exceeds the total hopping at `x`. -/
theorem isUnit_magnetic {t : Matrix n n ℝ} (θ : Matrix n n ℝ) {D : n → ℝ} {d : n → ℂ}
    (ht : ∀ x y, 0 ≤ t x y) (hD : ∀ x, ∑ y, t x y < D x) (hd : ∀ x, D x ≤ ‖d x‖) :
    IsUnit (diagonal d - hopping t θ) := by
  rw [Matrix.isUnit_iff_isUnit_det, isUnit_iff_ne_zero]
  intro h0
  obtain ⟨ψ, hne, hψ⟩ := Matrix.exists_mulVec_eq_zero_iff.2 h0
  apply hne
  funext x
  have h := comparison (θ := θ) (ψ := ψ) (φ := 0) ht hD hd (fun w => by rw [hψ]; simp) x
  exact norm_le_zero_iff.1 h
```

## (f) Domination of the Green function

Write G_θ = (d − T_θ)⁻¹ and G = (D − T)⁻¹. Show that

|(G_θ)_xy| ≤ G_xy for all x, y.

**Solution.** Both inverses exist by (d) and (e). Fix y and take the columns ψ_w = (G_θ)_wy and φ_w = G_wy. Each has a unit source at y:

((d − T_θ)ψ)_w = ((D − T)φ)_w = 1 if w = y, and 0 otherwise.

The hypothesis of (c) holds with equality, and its conclusion at w = x is the claim. Lean obtains the sources from `hA` and `hB`, matrix times inverse equals 1.

For a numerical instance, take two sites with t_12 = t_21 = 1, zero diagonal, D = 2, d = 2i and θ_12 = −θ_21 = θ. Then det(d − T_θ) = (2i)² − 1 = −5, so G_θ has diagonal entries of modulus 2/5 and off-diagonal entries of modulus 1/5. For comparison, det(D − T) = 3, and the corresponding entries of G are 2/3 and 1/3. The phase θ drops out of every modulus here, so the reduction comes from d = 2i in place of D = 2.

```lean
/-- Resolvent domination: if the hopping is nonnegative and its total at each site `x` is below `D x
≤ |d x|`, then `d - T_θ` and `D - T` are invertible, and every entry of the magnetic Green function
is bounded in modulus by the zero-field one. -/
theorem resolvent_domination {t : Matrix n n ℝ} (θ : Matrix n n ℝ) {D : n → ℝ} {d : n → ℂ}
    (ht : ∀ x y, 0 ≤ t x y) (hD : ∀ x, ∑ y, t x y < D x) (hd : ∀ x, D x ≤ ‖d x‖) :
    IsUnit (diagonal d - hopping t θ) ∧ IsUnit (diagonal D - t) ∧
      ∀ x y, ‖(diagonal d - hopping t θ)⁻¹ x y‖ ≤ (diagonal D - t)⁻¹ x y := by
  have uA := isUnit_magnetic θ ht hD hd
  have uB := isUnit_zeroField ht hD
  refine ⟨uA, uB, fun x y => ?_⟩
  have hA := Matrix.mul_nonsing_inv _ ((Matrix.isUnit_iff_isUnit_det _).1 uA)
  have hB := Matrix.mul_nonsing_inv _ ((Matrix.isUnit_iff_isUnit_det _).1 uB)
  -- compare the two columns generated by a unit source at `y`
  refine comparison (θ := θ) (ψ := fun w => (diagonal d - hopping t θ)⁻¹ w y)
    (φ := fun w => (diagonal D - t)⁻¹ w y) ht hD hd (fun w => ?_) x
  change ‖((diagonal d - hopping t θ) * (diagonal d - hopping t θ)⁻¹) w y‖ ≤
    ((diagonal D - t) * (diagonal D - t)⁻¹) w y
  rw [hA, hB]
  by_cases h : w = y
  · subst h; simp
  · simp [h]
```

## (g) Complex energies

Let H_θ = V − T_θ and H = V − T with real site energies V_x. Let E be real with Σ_y t_xy < V_x − E at every site, and let z be complex with Re z ≤ E. Show that

|((H_θ − z)⁻¹)_xy| ≤ ((H − E)⁻¹)_xy.

**Solution.** Put d_x = V_x − z and D_x = V_x − E. Then

|d_x| ≥ Re(V_x − z) = V_x − Re z ≥ V_x − E = D_x,

and (f) applies. Lean proves this as `hd`, then gathers site energy and z or E into one diagonal matrix. With the convention (z − H)⁻¹ the resolvents change sign.

For symmetric t, the condition on E could have been modelled as E lying below the lowest eigenvalue of H. This weaker assumption would admit energies up to the bottom of the spectrum, but the smallest-site argument in (b) would need replacing.

```lean
/-- For `H_θ = V - T_θ` with nonnegative hopping, the resolvent at complex energy `z` is dominated
entrywise by the zero-field resolvent at any real energy `E ≥ Re z` with `E < V x - ∑ y, t x y` at
all sites. -/
theorem resolvent_domination_energy {t : Matrix n n ℝ} (θ : Matrix n n ℝ) {V : n → ℝ}
    {E : ℝ} {z : ℂ} (ht : ∀ x y, 0 ≤ t x y) (hE : ∀ x, ∑ y, t x y < V x - E)
    (hz : z.re ≤ E) (x y : n) :
    ‖(diagonal (fun x => (V x : ℂ)) - hopping t θ - z • (1 : Matrix n n ℂ))⁻¹ x y‖ ≤
      (diagonal V - t - E • (1 : Matrix n n ℝ))⁻¹ x y := by
  have hd : ∀ x, V x - E ≤ ‖(V x : ℂ) - z‖ := by
    intro x
    have h := Complex.re_le_norm ((V x : ℂ) - z)
    simp only [Complex.sub_re, Complex.ofReal_re] at h
    linarith
  rw [sub_right_comm, Matrix.smul_one_eq_diagonal, Matrix.diagonal_sub,
    sub_right_comm (diagonal V), Matrix.smul_one_eq_diagonal, Matrix.diagonal_sub]
  exact (resolvent_domination θ ht hE hd).2.2 x y
```

## (h) A bound on row sums

Let δ > 0 and |d_x| ≥ Σ_y t_xy + δ at every site. Show that

Σ_y |(G_θ)_xy| ≤ 1/δ.

**Solution.** Choose D_x = Σ_y t_xy + δ. By (f), the sum is at most r_x = Σ_y G_xy. The field r has source 1 at every site, since r is G applied to the constant field 1. The constant field 1/δ has the same source:

(D_x − Σ_y t_xy)/δ = 1.

The difference 1/δ − r has zero source, so (b) gives r_x ≤ 1/δ. This difference is the `u` passed to `minimum_principle`.

```lean
/-- If the hopping is nonnegative and `|d x|` exceeds the total hopping by at least `δ > 0` at every
site, the moduli of the magnetic Green function in each row sum to at most `1 / δ`. -/
theorem sum_norm_green_le {t : Matrix n n ℝ} (θ : Matrix n n ℝ) {d : n → ℂ} {δ : ℝ}
    (ht : ∀ x y, 0 ≤ t x y) (hδ : 0 < δ) (hd : ∀ x, ∑ y, t x y + δ ≤ ‖d x‖) (x : n) :
    ∑ y, ‖(diagonal d - hopping t θ)⁻¹ x y‖ ≤ 1 / δ := by
  let D : n → ℝ := fun x => ∑ y, t x y + δ
  have hD : ∀ x, ∑ y, t x y < D x := fun x => lt_add_of_pos_right _ hδ
  obtain ⟨-, uB, hle⟩ := resolvent_domination θ ht hD hd
  have hB := Matrix.mul_nonsing_inv _ ((Matrix.isUnit_iff_isUnit_det _).1 uB)
  refine (Finset.sum_le_sum fun y _ => hle x y).trans ?_
  -- the constant field `1 / δ` has unit source, as does the row sum
  have h := minimum_principle ht hD
    (u := (1 / δ) • (1 : n → ℝ) - (diagonal D - t)⁻¹ *ᵥ 1) (fun w => by
      have h1 : ((diagonal D - t) *ᵥ (1 : n → ℝ)) w = δ := by
        rw [Matrix.sub_mulVec, Pi.sub_apply, Matrix.mulVec_diagonal]
        simp [D, Matrix.mulVec, dotProduct]
      rw [Matrix.mulVec_sub, Matrix.mulVec_smul, Matrix.mulVec_mulVec, hB,
        Matrix.one_mulVec, Pi.sub_apply, Pi.smul_apply, h1, smul_eq_mul,
        one_div_mul_cancel hδ.ne', Pi.one_apply, sub_self]) x
  have h2 : ((diagonal D - t)⁻¹ *ᵥ (1 : n → ℝ)) x = ∑ y, (diagonal D - t)⁻¹ x y := by
    simp only [Matrix.mulVec, dotProduct, Pi.one_apply, mul_one]
  rw [Pi.sub_apply, h2, Pi.smul_apply, Pi.one_apply, smul_eq_mul, mul_one] at h
  linarith
```

## (i) Phases that are pure gauge

Let d = D and θ_xy = χ_x − χ_y with real χ. Show that

(G_θ)_xy = exp(i(χ_x − χ_y)) G_xy.

**Solution.** Entrywise,

(D − T_θ)_ab = exp(i(χ_a − χ_b)) (D − T)_ab,

because the phase is 1 on the diagonal. Multiply by the proposed inverse. The phases add along a, b, c:

Σ_b (D − T_θ)_ab exp(i(χ_b − χ_c)) G_bc = exp(i(χ_a − χ_c)) Σ_b (D − T)_ab G_bc.

The last sum is 1 for a = c and 0 otherwise, so the product is the identity. A right inverse of a square matrix is its inverse. Lean proves the termwise identity as `hterm` and the product as `hinv`. Taking moduli shows that the bound in (f) is attained.

```lean
/-- For pure-gauge phases `θ x y = χ x - χ y` the Green function is the zero-field one times
the phase `exp (i (χ x - χ y))`. -/
theorem green_pure_gauge {t : Matrix n n ℝ} {D : n → ℝ} (χ : n → ℝ)
    (ht : ∀ x y, 0 ≤ t x y) (hD : ∀ x, ∑ y, t x y < D x) (x y : n) :
    (diagonal (fun x => (D x : ℂ)) - hopping t (Matrix.of fun x y => χ x - χ y))⁻¹ x y =
      Complex.exp (((χ x - χ y : ℝ) : ℂ) * Complex.I) * (((diagonal D - t)⁻¹ x y : ℝ) : ℂ) := by
  have hB := Matrix.mul_nonsing_inv _
    ((Matrix.isUnit_iff_isUnit_det _).1 (isUnit_zeroField ht hD))
  have hinv : (diagonal (fun x => (D x : ℂ)) - hopping t (Matrix.of fun x y => χ x - χ y)) *
      (Matrix.of fun x y => Complex.exp (((χ x - χ y : ℝ) : ℂ) * Complex.I) *
        (((diagonal D - t)⁻¹ x y : ℝ) : ℂ)) = 1 := by
    ext a c
    rw [Matrix.mul_apply]
    have hterm : ∀ b, (diagonal (fun x => (D x : ℂ)) -
        hopping t (Matrix.of fun x y => χ x - χ y)) a b *
        (Matrix.of fun x y => Complex.exp (((χ x - χ y : ℝ) : ℂ) * Complex.I) *
          (((diagonal D - t)⁻¹ x y : ℝ) : ℂ)) b c =
        Complex.exp (((χ a - χ c : ℝ) : ℂ) * Complex.I) *
          (((diagonal D - t) a b * (diagonal D - t)⁻¹ b c : ℝ) : ℂ) := by
      intro b
      have h1 : (diagonal (fun x => (D x : ℂ)) -
          hopping t (Matrix.of fun x y => χ x - χ y)) a b =
          Complex.exp (((χ a - χ b : ℝ) : ℂ) * Complex.I) * (((diagonal D - t) a b : ℝ) : ℂ) := by
        by_cases h : a = b
        · subst h; simp [hopping]
        · simp [hopping, h, mul_comm]
      -- phases add up along the path from `a` through `b` to `c`
      have h2 : Complex.exp (((χ a - χ c : ℝ) : ℂ) * Complex.I) =
          Complex.exp (((χ a - χ b : ℝ) : ℂ) * Complex.I) *
            Complex.exp (((χ b - χ c : ℝ) : ℂ) * Complex.I) := by
        rw [← Complex.exp_add]
        congr 1
        push_cast
        ring
      rw [h1, h2, Matrix.of_apply, Complex.ofReal_mul]
      ring
    rw [Finset.sum_congr rfl fun b _ => hterm b, ← Finset.mul_sum, ← Complex.ofReal_sum,
      ← Matrix.mul_apply, hB]
    by_cases h : a = c
    · subst h; simp
    · simp [h]
  rw [Matrix.inv_eq_right_inv hinv, Matrix.of_apply]
```

## (j) A triangle with flux π

Take sites 0, 1, 2 with unit hopping between different sites, d = D = 3, and θ_01 = θ_12 = θ_20 = π, with opposite signs on the reversed bonds. The loop phase 3π equals π modulo 2π. Show that

|(G_θ)_00| = 2/5 and G_00 = 1/2.

**Solution.** Since exp(±iπ) = −1, the matrix 3 − T_θ has 3 on the diagonal and +1 elsewhere. Seek an inverse with a on the diagonal and b elsewhere:

3a + 2b = 1, a + 4b = 0, so a = 2/5, b = −1/10.

Without phases the off-diagonal entries are −1:

3a − 2b = 1, 2b − a = 0, so a = 1/2, b = 1/4.

Lean multiplies out these two inverses in `hA` and `hB`. Here the flux makes the inequality in (f) strict.

```lean
/-- On a triangle with unit hopping, on-site term 3 and bond phases `π` around the loop, the local
Green function at site 0 has modulus `2/5`, while without phases it equals `1/2`. -/
theorem triangle_flux_strict :
    ‖(diagonal (fun _ : Fin 3 => (3 : ℂ)) - hopping !![0, 1, 1; 1, 0, 1; 1, 1, 0]
      !![0, Real.pi, -Real.pi; -Real.pi, 0, Real.pi; Real.pi, -Real.pi, 0])⁻¹ 0 0‖ = 2 / 5 ∧
    (diagonal (fun _ : Fin 3 => (3 : ℝ)) - !![0, 1, 1; 1, 0, 1; 1, 1, 0] :
      Matrix (Fin 3) (Fin 3) ℝ)⁻¹ 0 0 = 1 / 2 := by
  have hC : diagonal (fun _ : Fin 3 => (3 : ℂ)) = !![3, 0, 0; 0, 3, 0; 0, 0, 3] := by
    ext i j
    fin_cases i <;> fin_cases j <;> rfl
  have hR : diagonal (fun _ : Fin 3 => (3 : ℝ)) = !![3, 0, 0; 0, 3, 0; 0, 0, 3] := by
    ext i j
    fin_cases i <;> fin_cases j <;> rfl
  have hT : hopping !![0, 1, 1; 1, 0, 1; 1, 1, 0]
      !![0, Real.pi, -Real.pi; -Real.pi, 0, Real.pi; Real.pi, -Real.pi, 0] =
      !![0, -1, -1; -1, 0, -1; -1, -1, 0] := by
    ext i j
    fin_cases i <;> fin_cases j <;> simp [hopping, Complex.exp_neg, Complex.exp_pi_mul_I]
  have hA : (diagonal (fun _ : Fin 3 => (3 : ℂ)) - !![0, -1, -1; -1, 0, -1; -1, -1, 0]) *
      !![2/5, -1/10, -1/10; -1/10, 2/5, -1/10; -1/10, -1/10, 2/5] = 1 := by
    rw [hC]
    ext i j
    fin_cases i <;> fin_cases j <;>
      norm_num [Matrix.mul_apply, Fin.sum_univ_succ, Matrix.one_apply]
  have hB : (diagonal (fun _ : Fin 3 => (3 : ℝ)) - !![0, 1, 1; 1, 0, 1; 1, 1, 0]) *
      !![1/2, 1/4, 1/4; 1/4, 1/2, 1/4; 1/4, 1/4, 1/2] = 1 := by
    rw [hR]
    ext i j
    fin_cases i <;> fin_cases j <;>
      norm_num [Matrix.mul_apply, Fin.sum_univ_succ, Matrix.one_apply]
  rw [hT, Matrix.inv_eq_right_inv hA, Matrix.inv_eq_right_inv hB]
  constructor
  · change ‖(2 / 5 : ℂ)‖ = 2 / 5
    norm_num
  · rfl

end

end ResolventDomination
```

```lean
#print axioms ResolventDomination.resolvent_domination
#print axioms ResolventDomination.resolvent_domination_energy
#print axioms ResolventDomination.green_pure_gauge
#print axioms ResolventDomination.triangle_flux_strict
```

```
'ResolventDomination.resolvent_domination' depends on axioms: [propext, Classical.choice, Quot.sound]
'ResolventDomination.resolvent_domination_energy' depends on axioms: [propext, Classical.choice, Quot.sound]
'ResolventDomination.green_pure_gauge' depends on axioms: [propext, Classical.choice, Quot.sound]
'ResolventDomination.triangle_flux_strict' depends on axioms: [propext, Classical.choice, Quot.sound]
```
